# Inverting the PAW overlap operator in a finite basis through its projector channels

In the projector augmented-wave (PAW) method, take a single projector $p$, a column vector with complex entries, and a single real augmentation charge $q$. The overlap operator is

$$S = 1 + q\,p\,p^\dagger .$$

It changes a vector only along $p$, so we try an inverse of the same shape, $1 - x\,p\,p^\dagger$, with an unknown number $x$. Writing $c = p^\dagger p$ and using $p\,p^\dagger p\,p^\dagger = c\,p\,p^\dagger$, we get

$$S\,(1 - x\,p\,p^\dagger) = 1 + (q - x - q c x)\,p\,p^\dagger .$$

The product is the identity if $(1 + qc)\,x = q$. When $1 + qc \neq 0$ this gives $x = q/(1+qc)$. When $1 + qc = 0$, the vector $p$ is nonzero and $Sp = (1+qc)\,p = 0$, so $S$ has no inverse. A question about an operator on the whole space has become a question about one number.

With $m$ projectors the number $1+qc$ becomes an $m \times m$ matrix, and the order of the factors starts to matter.

## Basis, channels and atoms

Let the pseudo-wave space have finite dimension $n$, with an orthonormal basis such as a truncated set of plane waves. A projector channel is one projector function on one atom, and there are $m$ channels in all. In the code `n` and `m` are finite index types, not numbers, and `A` is the type of atom labels.

```lean
import Mathlib

open Matrix

namespace PAWOverlap

variable {n m A : Type*} [Fintype n] [DecidableEq n] [Fintype m] [DecidableEq m]
```

Collect the projectors as the columns of an $n \times m$ matrix $P$, and the charges in an $m \times m$ matrix $q$. In PAW, for channels $i$ and $j$ on the same atom, $q_{ij}$ is the overlap of the two all-electron partial waves minus that of the corresponding pseudo partial waves; for channels on different atoms it is zero. The overlap operator is

$$S = 1 + P q P^\dagger .$$

```lean
/-- The PAW overlap operator `S = 1 + P q P†`, with the projectors as columns of `P`
and the augmentation charges in `q`. -/
def overlap (P : Matrix n m ℂ) (q : Matrix m m ℂ) : Matrix n n ℂ :=
  1 + P * q * Pᴴ
```

Here `Pᴴ` is the conjugate transpose. It represents the adjoint because the basis is orthonormal. The first term is the unit matrix, which represents the identity operator. The definition accepts any complex $q$ and any $P$: Hermitian charges and linearly independent projectors are allowed but not required.

Each channel $i$ belongs to an atom, $\mathrm{atom}(i)$. A matrix $M$ over channels is block diagonal in atoms if $M_{ij} = 0$ whenever $\mathrm{atom}(i) \neq \mathrm{atom}(j)$.

```lean
/-- A matrix over projector channels is block diagonal in atoms when it has no entry
between channels that belong to different atoms. -/
def AtomBlockDiagonal (atom : m → A) (M : Matrix m m ℂ) : Prop :=
  ∀ i j, atom i ≠ atom j → M i j = 0
```

This condition does not depend on how the channels are ordered, so the blocks need not be contiguous.

## Invertibility is decided in the channel space

Write $C = P^\dagger P$ for the matrix of projector overlaps. For an $n \times m$ matrix $U$ and an $m \times n$ matrix $V$, the same block matrix factorises in two ways:

$$\begin{pmatrix} 1 & -U \\ V & 1 \end{pmatrix}
= \begin{pmatrix} 1 & 0 \\ V & 1 \end{pmatrix}\begin{pmatrix} 1 & -U \\ 0 & 1 + VU \end{pmatrix}
= \begin{pmatrix} 1 & -U \\ 0 & 1 \end{pmatrix}\begin{pmatrix} 1 + UV & 0 \\ V & 1 \end{pmatrix}.$$

Taking determinants gives $\det(1 + UV) = \det(1 + VU)$. With $U = P$ and $V = qP^\dagger$ this reads

$$\det S = \det(1 + qC).$$

```lean
/-- The determinant of the overlap operator equals that of the small matrix
`1 + q P†P` over projector channels. -/
theorem det_overlap (P : Matrix n m ℂ) (q : Matrix m m ℂ) :
    (overlap P q).det = (1 + q * (Pᴴ * P)).det := by
  rw [overlap, Matrix.mul_assoc, Matrix.det_one_add_mul_comm, Matrix.mul_assoc]
```

Mathlib supplies the determinant identity as `Matrix.det_one_add_mul_comm`. The other rewrites unfold `overlap` and move brackets, so that the product has the form $UV$ before the exchange and $q(P^\dagger P)$ after it.

A square complex matrix is invertible exactly when its determinant is nonzero. Since the two determinants are equal, $S$ is invertible if and only if $1 + qC$ is.

```lean
/-- The overlap operator is invertible if and only if `1 + q P†P` is. -/
theorem isUnit_overlap_iff (P : Matrix n m ℂ) (q : Matrix m m ℂ) :
    IsUnit (overlap P q) ↔ IsUnit (1 + q * (Pᴴ * P)) := by
  rw [Matrix.isUnit_iff_isUnit_det, Matrix.isUnit_iff_isUnit_det, det_overlap]
```

`IsUnit` is Lean's word for invertible. The proof turns both sides into statements about determinants and applies `det_overlap`.

## The inverse from a small linear equation

As with one projector, try $1 - P X P^\dagger$, where $X$ is now an $m \times m$ matrix. Expanding the product gives

$$S\,(1 - P X P^\dagger) = 1 + P q P^\dagger - P X P^\dagger - P\,(q C X)\,P^\dagger .$$

Suppose $X$ solves $(1 + qC)X = q$. Then $qCX = q - X$, and the last term becomes $-PqP^\dagger + PXP^\dagger$. It cancels the two terms before it, leaving $1$.

```lean
/-- Any solution `X` of the small equation `(1 + q P†P) X = q` gives a right inverse
`1 - P X P†` of the overlap operator. -/
theorem overlap_mul_eq_one (P : Matrix n m ℂ) (q X : Matrix m m ℂ)
    (hX : (1 + q * (Pᴴ * P)) * X = q) :
    overlap P q * (1 - P * X * Pᴴ) = 1 := by
  rw [Matrix.add_mul, Matrix.one_mul] at hX
  have h : q * (Pᴴ * P) * X = q - X := eq_sub_of_add_eq' hX
  calc overlap P q * (1 - P * X * Pᴴ)
      = 1 + P * q * Pᴴ - P * X * Pᴴ - P * (q * (Pᴴ * P) * X) * Pᴴ := by
        simp only [overlap, Matrix.mul_sub, Matrix.add_mul, Matrix.mul_one,
          Matrix.one_mul, Matrix.mul_assoc]
        abel
    _ = 1 := by
        rw [h]
        simp only [Matrix.mul_sub, Matrix.sub_mul]
        abel
```

The hypothesis `hX` is the small equation, and `h` is its rearranged form $qCX = q - X$. The first step of the `calc` block is the expansion, and the second inserts `h` and lets `abel` carry out the cancellation. Invertibility is not assumed: any solution $X$ will do, and because $S$ is square, the right inverse it provides is a two-sided one.

If $S$ is invertible, so is $1 + qC$, and the equation has the solution $X = (1 + qC)^{-1}q$. Therefore

$$S^{-1} = 1 - P\,(1 + qC)^{-1} q\,P^\dagger .$$

```lean
/-- When the overlap operator is invertible, its inverse is
`S⁻¹ = 1 - P (1 + q P†P)⁻¹ q P†`. -/
theorem overlap_inv (P : Matrix n m ℂ) (q : Matrix m m ℂ) (hS : IsUnit (overlap P q)) :
    (overlap P q)⁻¹ = 1 - P * ((1 + q * (Pᴴ * P))⁻¹ * q) * Pᴴ := by
  have hM := (Matrix.isUnit_iff_isUnit_det _).mp ((isUnit_overlap_iff P q).mp hS)
  exact Matrix.inv_eq_right_inv
    (overlap_mul_eq_one P q _ (Matrix.mul_nonsing_inv_cancel_left _ _ hM))
```

The proof carries invertibility from $S$ to the small matrix with `isUnit_overlap_iff`, checks that this $X$ solves the equation, and identifies the right inverse with `⁻¹`. Without the hypothesis `hS` the formula is false: Mathlib sets the inverse of a singular matrix to zero, so for singular $S$ both inverses vanish and the formula would read $0 = 1$.

In a finite basis with fixed nuclei, solving the time-dependent PAW equation $i\hbar S\,\dot\psi = H\psi$ for $\dot\psi$ means applying $S^{-1}$ to $H\psi$, and the formula does this with a linear solve over the $m$ channels.

## When the middle matrix separates into atoms

The matrix $X$ between $P$ and $P^\dagger$ could in principle couple channels on different atoms. To see when it does not, consider a general equation $MX = B$ in which $M$ is invertible and both $M$ and $B$ are block diagonal. Delete the interatomic entries of $X$:

$$Y_{ij} = \begin{cases} X_{ij} & \text{if } \mathrm{atom}(i) = \mathrm{atom}(j),\\ 0 & \text{otherwise.}\end{cases}$$

We compare $(MY)_{ij} = \sum_k M_{ik}Y_{kj}$ with $(MX)_{ij}$.

- If $i$ and $j$ are on the same atom, only channels $k$ on that atom contribute, since $M_{ik} = 0$ for the others. For these $Y_{kj} = X_{kj}$, so the two sums agree.
- If $i$ and $j$ are on different atoms, $(MX)_{ij} = B_{ij} = 0$. In the sum for $MY$, a channel $k$ on the atom of $i$ has $Y_{kj} = 0$, and any other has $M_{ik} = 0$. This sum is zero too.

Hence $MY = MX$. Since $M$ is invertible, $Y = X$, so $X$ had no interatomic entries to begin with.

```lean
/-- If `M` is invertible and both `M` and `B` are block diagonal in atoms, then the
solution `X` of `M X = B` is block diagonal in atoms. -/
theorem solution_blockDiagonal (atom : m → A) {M B X : Matrix m m ℂ}
    (hM : AtomBlockDiagonal atom M) (hB : AtomBlockDiagonal atom B)
    (hu : IsUnit M) (hX : M * X = B) : AtomBlockDiagonal atom X := by
  classical
  -- `X` with its interatomic entries deleted still solves the equation
  have key : M * Matrix.of (fun i j => if atom i = atom j then X i j else 0) = M * X := by
    ext i j
    by_cases h : atom i = atom j
    · rw [Matrix.mul_apply, Matrix.mul_apply]
      refine Finset.sum_congr rfl fun k _ => ?_
      by_cases hk : atom i = atom k
      · have hkj : atom k = atom j := hk.symm.trans h
        simp [hkj]
      · simp [hM i k hk]
    · rw [hX, hB i j h, Matrix.mul_apply]
      refine Finset.sum_eq_zero fun k _ => ?_
      by_cases hk : atom i = atom k
      · have hkj : atom k ≠ atom j := fun e => h (hk.trans e)
        simp [hkj]
      · simp [hM i k hk]
  -- the solution is unique
  have e := hu.mul_left_cancel key
  intro i j h
  rw [← e]
  simp [h]
```

The matrix $Y$ is the `Matrix.of` expression in `key`. The outer `by_cases` separates the two situations above, and the inner ones ask whether $k$ is on the atom of $i$. The uniqueness step is `hu.mul_left_cancel`.

For the overlap operator, $M = 1 + qC$ and $B = q$. It remains to see that $M$ is block diagonal when $q$ and $C$ are. For $i$ and $j$ on different atoms, $\delta_{ij} = 0$ and

$$(qC)_{ij} = \sum_k q_{ik} C_{kj} = 0,$$

because $C_{kj} = 0$ if $k$ is on the atom of $i$, and $q_{ik} = 0$ if it is not.

```lean
omit [DecidableEq n] in
/-- Let `q` and `P†P` be block diagonal in atoms and `1 + q P†P` invertible. Then the
middle matrix `X` of the inverse overlap, defined by `(1 + q P†P) X = q`, is block
diagonal in atoms. -/
theorem middle_blockDiagonal (atom : m → A) (P : Matrix n m ℂ) {q X : Matrix m m ℂ}
    (hq : AtomBlockDiagonal atom q) (hC : AtomBlockDiagonal atom (Pᴴ * P))
    (hu : IsUnit (1 + q * (Pᴴ * P))) (hX : (1 + q * (Pᴴ * P)) * X = q) :
    AtomBlockDiagonal atom X := by
  refine solution_blockDiagonal atom ?_ hq hu hX
  intro i j h
  have hij : i ≠ j := fun e => h (congrArg atom e)
  rw [Matrix.add_apply, Matrix.one_apply_ne hij, zero_add, Matrix.mul_apply]
  refine Finset.sum_eq_zero fun k _ => ?_
  by_cases hk : atom i = atom k
  · rw [hC k j (fun e => h (hk.trans e)), mul_zero]
  · rw [hq i k hk, zero_mul]
```

The theorem describes $X$ by its equation. Under the hypothesis `hu` that equation has exactly one solution, the matrix $(1 + qC)^{-1}q$ of the inverse formula.

The two block conditions stand for different physics. The charges in `hq` are block diagonal by construction, since PAW defines them atom by atom. The condition `hC` says that projectors on different atoms are orthogonal, as they are when each projector vanishes outside its own augmentation sphere and the spheres do not overlap. It is assumed here, not derived from a geometry, and projectors truncated to a finite plane-wave basis generally satisfy it only approximately.

## One term per atom

With orthogonality between atoms, the inverse can be assembled without ever forming a matrix over all channels. Give atom $a$ its own projector matrix $P_a$ and charge matrix $q_a$, and set $C_a = P_a^\dagger P_a$. Assume $P_a^\dagger P_b = 0$ for $a \neq b$, and let $X_a$ solve $(1 + q_a C_a)X_a = q_a$. Define

$$D = \sum_a P_a q_a P_a^\dagger, \qquad E = \sum_a P_a X_a P_a^\dagger .$$

In the product $DE$ every term with $a \neq b$ contains $P_a^\dagger P_b = 0$, so

$$DE = \sum_a P_a\,(q_a C_a X_a)\,P_a^\dagger = \sum_a P_a\,(q_a - X_a)\,P_a^\dagger = D - E .$$

Then $(1 + D)(1 - E) = 1 + D - E - DE = 1$. If each $1 + q_a C_a$ is invertible, then $X_a = (1 + q_a C_a)^{-1} q_a$ and

$$S^{-1} = 1 - \sum_a P_a\,(1 + q_a C_a)^{-1} q_a\,P_a^\dagger .$$

```lean
/-- If projectors on different atoms are orthogonal and every atomic matrix
`1 + q_a P_a†P_a` is invertible, the inverse overlap is the identity minus a sum of
one-atom terms `P_a (1 + q_a P_a†P_a)⁻¹ q_a P_a†`. -/
theorem atomwise_inv [Fintype A] {κ : A → Type*} [∀ a, Fintype (κ a)]
    [∀ a, DecidableEq (κ a)] (P : ∀ a, Matrix n (κ a) ℂ) (q : ∀ a, Matrix (κ a) (κ a) ℂ)
    (horth : ∀ a b, a ≠ b → (P a)ᴴ * P b = 0)
    (hu : ∀ a, IsUnit (1 + q a * ((P a)ᴴ * P a))) :
    (1 + ∑ a, P a * q a * (P a)ᴴ)⁻¹ =
      1 - ∑ a, P a * ((1 + q a * ((P a)ᴴ * P a))⁻¹ * q a) * (P a)ᴴ := by
  have key : ∀ X : ∀ a, Matrix (κ a) (κ a) ℂ,
      (∀ a, (1 + q a * ((P a)ᴴ * P a)) * X a = q a) →
      (1 + ∑ a, P a * q a * (P a)ᴴ) * (1 - ∑ a, P a * X a * (P a)ᴴ) = 1 := by
    intro X hX
    have h : ∀ a, q a * ((P a)ᴴ * P a) * X a = q a - X a := by
      intro a
      have ha := hX a
      rw [Matrix.add_mul, Matrix.one_mul] at ha
      exact eq_sub_of_add_eq' ha
    -- only the terms with both factors on the same atom survive
    have cross : (∑ a, P a * q a * (P a)ᴴ) * (∑ b, P b * X b * (P b)ᴴ) =
        ∑ a, (P a * q a * (P a)ᴴ - P a * X a * (P a)ᴴ) := by
      rw [Finset.sum_mul]
      refine Finset.sum_congr rfl fun a _ => ?_
      rw [Finset.mul_sum, Finset.sum_eq_single a]
      · calc P a * q a * (P a)ᴴ * (P a * X a * (P a)ᴴ)
            = P a * (q a * ((P a)ᴴ * P a) * X a) * (P a)ᴴ := by
              simp only [Matrix.mul_assoc]
          _ = P a * q a * (P a)ᴴ - P a * X a * (P a)ᴴ := by
              rw [h a, Matrix.mul_sub, Matrix.sub_mul]
      · intro b _ hb
        calc P a * q a * (P a)ᴴ * (P b * X b * (P b)ᴴ)
            = P a * q a * ((P a)ᴴ * P b) * (X b * (P b)ᴴ) := by
              simp only [Matrix.mul_assoc]
          _ = 0 := by
              rw [horth a b hb.symm, Matrix.mul_zero, Matrix.zero_mul]
      · intro ha
        exact absurd (Finset.mem_univ a) ha
    rw [add_mul, one_mul, mul_sub, mul_one, cross, Finset.sum_sub_distrib]
    abel
  exact Matrix.inv_eq_right_inv (key _ fun a =>
    Matrix.mul_nonsing_inv_cancel_left _ _ ((Matrix.isUnit_iff_isUnit_det _).mp (hu a)))
```

The type `κ a` lists the channels of atom `a`, so atoms may carry different numbers of projectors. Orthogonality is `horth`, and `hu` asks for invertibility one atom at a time; the invertibility of $S$ is then a consequence. The overlap operator is written out as a sum over atoms instead of through `overlap`.

In the proof, `cross` is the identity $DE = D - E$. `Finset.sum_eq_single` keeps the term $b = a$, and its side goal for $b \neq a$ is closed by `horth`.

## Two atoms with the same projector

Orthogonality between atoms is a real restriction, and the extreme violation shows it. The following is an algebraic toy model, not a realistic pair of atoms. Let the space be one-dimensional and let two atoms have one channel each, with the same normalised projector and unit charges:

$$P = \begin{pmatrix} 1 & 1 \end{pmatrix}, \qquad q = \begin{pmatrix} 1 & 0 \\ 0 & 1 \end{pmatrix}, \qquad C = \begin{pmatrix} 1 & 1 \\ 1 & 1 \end{pmatrix}.$$

The charges are block diagonal and $C$ is not. The middle matrix is

$$(1 + qC)^{-1} q = \begin{pmatrix} 2 & 1 \\ 1 & 2 \end{pmatrix}^{-1} = \frac{1}{3}\begin{pmatrix} 2 & -1 \\ -1 & 2 \end{pmatrix},$$

and its entries $-1/3$ couple the two atoms. They matter for the result: here $S = 3$, and the full formula gives $S^{-1} = 1 - \tfrac{2}{3} = \tfrac{1}{3}$, whereas separate atomic terms would give $1 - \tfrac{1}{2} - \tfrac{1}{2} = 0$.

```lean
/-- Two channels with the same normalized projector and unit charges `q = 1` give a
middle matrix `(1 + q P†P)⁻¹ q` with off-diagonal entries `-1/3`. -/
theorem shared_projector_middle :
    (1 + (1 : Matrix (Fin 2) (Fin 2) ℂ) *
      ((!![1, 1] : Matrix (Fin 1) (Fin 2) ℂ)ᴴ *
        (!![1, 1] : Matrix (Fin 1) (Fin 2) ℂ)))⁻¹ * (1 : Matrix (Fin 2) (Fin 2) ℂ) =
      !![2 / 3, -1 / 3; -1 / 3, 2 / 3] := by
  rw [Matrix.mul_one]
  apply Matrix.inv_eq_right_inv
  ext i j
  fin_cases i <;> fin_cases j <;>
    simp [Matrix.mul_apply, Matrix.one_apply, Fin.sum_univ_succ] <;> norm_num

end PAWOverlap
```

The statement concerns the matrix alone; assigning its two channels to two atoms is the physical reading. The proof multiplies $1 + qC$ by the proposed inverse and compares the four entries with those of the unit matrix.

```lean
#print axioms PAWOverlap.overlap_inv
#print axioms PAWOverlap.middle_blockDiagonal
#print axioms PAWOverlap.atomwise_inv
#print axioms PAWOverlap.shared_projector_middle
```

```
'PAWOverlap.overlap_inv' depends on axioms: [propext, Classical.choice, Quot.sound]
'PAWOverlap.middle_blockDiagonal' depends on axioms: [propext, Classical.choice, Quot.sound]
'PAWOverlap.atomwise_inv' depends on axioms: [propext, Classical.choice, Quot.sound]
'PAWOverlap.shared_projector_middle' depends on axioms: [propext, Classical.choice, Quot.sound]
```
